# The lowest energy of the spin-1/2 Heisenberg antiferromagnet on a complete bipartite graph

Couple one central spin 1/2 to two others, with \(\hbar=1\) and unit antiferromagnetic coupling. A single bond reaches \(-3/4\) in its singlet, but the centre cannot form a singlet with both neighbours at once. With the centre written first, the normalised state

\[
\frac{1}{\sqrt6}\bigl(2|{\downarrow\uparrow\uparrow}\rangle-|{\uparrow\downarrow\uparrow}\rangle-|{\uparrow\uparrow\downarrow}\rangle\bigr)
\]

changes sign under the sum of the two centre–neighbour exchanges. Its energy is \(-1\), the lowest possible.

In general, let the parts have sizes \(m\le n\), and let \(H=\sum_{i,j}\mathbf S_i\cdot\mathbf S_j\) run over all \(mn\) bonds between them. The lowest eigenvalue of \(H\) is

\[
E_0=-\frac{m(n+2)}4 .
\]

This gives an exact reference energy for testing diagonalisation codes on complete bipartite clusters with equal couplings, such as the four-site ring (\(m=n=2\), \(E_0=-2\)).

## A bound for each star

Let \(P_{ij}\) exchange the spins at \(i\) and \(j\). It is \(+1\) on triplets and \(-1\) on the singlet, where \(\mathbf S_i\cdot\mathbf S_j\) is \(1/4\) and \(-3/4\), so

\[
\mathbf S_i\cdot\mathbf S_j=\tfrac12P_{ij}-\tfrac14 .
\]

Three two-valued spins always include two equal ones, so their total antisymmetriser vanishes:

\[
P_{cj}P_{ck}+P_{ck}P_{cj}=P_{cj}+P_{ck}+P_{jk}-1 .
\]

For a centre \(c\) with \(n\) neighbours, put \(X=\sum_jP_{cj}\). Since \(P_{cj}^2=1\) and \(P_{jk}\le1\) in expectation,

\[
X^2=n+(n-1)X+\sum_{j<k}(P_{jk}-1)\le n+(n-1)X .
\]

Adding \(2X+1\) gives \(0\le(X+1)^2\le(n+1)(X+1)\), hence \(X\ge-1\). The star energy \(X/2-n/4\) is therefore at least \(-(n+2)/4\). Since \(H\) is a sum of \(m\) stars, \(H\ge-m(n+2)/4\).

## One state that saturates every star

Take configurations with \(m\) down spins in total, \(b\) of them in the second part, and give them the unnormalised amplitude \(a_b=(-1)^b\,b!\,(n-b)!\). For \(0\le k<n\),

\[
(n-k)a_{k+1}=-(k+1)a_k .
\]

Fix a site \(i\) in the first part, with \(s_i=0\) for up and \(1\) for down, and write \(b+s_i=k+1\). Here \(k\ge0\), because an up spin at \(i\) forces \(b\ge1\), and \(k+1\le m\le n\). Exchange with a down spin of the second part gives \(a_k\), and with an up spin \(a_{k+1}\). The sum is

\[
b\,a_k+(n-b)a_{k+1}=-a_b
\]

by the recursion, both for \(b=k\) and for \(b=k+1\). Thus \(X=-1\) on this state for every star, and the bound is attained.

The condition \(m\le n\) matters. For \(m=2\), \(n=1\) the graph is the three-spin star again, with lowest energy \(-1\), while the formula would give \(-3/2\).

## Spins and Hamiltonian in Lean

```lean
import Mathlib

open ComplexConjugate

namespace BipartiteHeisenberg

noncomputable section

variable {V : Type*} [Fintype V] [DecidableEq V]
```

A state assigns a complex amplitude to each configuration; it need not be normalised.

```lean
/-- Wavefunctions of spins 1/2 on the sites `V`; in a configuration 0 is up and 1 is down. -/
abbrev State (V : Type*) := (V → Fin 2) → ℂ
```

The matrices are the Pauli matrices divided by two, and `siteOp` applies one of them at a single site.

```lean
/-- The three spin-1/2 matrices, in units of ħ. -/
def spin : Fin 3 → Matrix (Fin 2) (Fin 2) ℂ :=
  ![!![0, 1/2; 1/2, 0], !![0, -Complex.I/2; Complex.I/2, 0], !![1/2, 0; 0, -1/2]]

/-- The operator acting by the 2×2 matrix `M` on the spin at site `i`. -/
def siteOp (M : Matrix (Fin 2) (Fin 2) ℂ) (i : V) : Module.End ℂ (State V) where
  toFun ψ σ := ∑ s, M (σ i) s * ψ (Function.update σ i s)
  map_add' φ ψ := by
    funext σ
    simp only [Pi.add_apply, Fin.sum_univ_two]
    ring
  map_smul' a ψ := by
    funext σ
    simp only [Pi.smul_apply, smul_eq_mul, RingHom.id_apply, Fin.sum_univ_two]
    ring
```

The coupling sums over the three spin components. In `heisenberg`, the disjoint union `Fin m ⊕ Fin n` holds the two parts, and each bond is counted once.

```lean
/-- The Heisenberg coupling `S_i · S_j`. -/
def spinDot (i j : V) : Module.End ℂ (State V) :=
  ∑ α, siteOp (spin α) i * siteOp (spin α) j

/-- The sum of `S_i · S_j` over all bonds of the complete bipartite graph. -/
def heisenberg (m n : ℕ) : Module.End ℂ (State (Fin m ⊕ Fin n)) :=
  ∑ i : Fin m, ∑ j : Fin n, spinDot (Sum.inl i) (Sum.inr j)
```

The proof also needs exchanges and the real part of the inner product, which suffices for expectation values of symmetric operators.

```lean
/-- Exchange of the spins at sites `i` and `j`. -/
def exchange (i j : V) (ψ : State V) : State V := fun σ => ψ (σ ∘ Equiv.swap i j)

/-- The real part of the inner product of two states. -/
def overlap (φ : State V) : State V →ₗ[ℝ] ℝ where
  toFun ψ := ∑ σ, (conj (φ σ) * ψ σ).re
  map_add' ψ χ := by
    simp only [Pi.add_apply, mul_add, Complex.add_re, Finset.sum_add_distrib]
  map_smul' r ψ := by
    simp only [RingHom.id_apply, smul_eq_mul, Finset.mul_sum]
    refine Finset.sum_congr rfl fun σ _ => ?_
    simp [Complex.mul_re]
    ring
```

## Exchange identities and the star inequality

The first identity is checked on all four configurations of a pair.

```lean
omit [Fintype V] in
/-- On two different sites, `S_i · S_j` is half the exchange minus one quarter. -/
theorem spinDot_eq_exchange {i j : V} (hij : i ≠ j) (ψ : State V) :
    spinDot i j ψ = (1/2 : ℝ) • exchange i j ψ - (1/4 : ℝ) • ψ := by
  -- the identity for a pair of two-level systems
  have pair : ∀ (a b : Fin 2) (g : Fin 2 → Fin 2 → ℂ),
      ∑ α, ∑ s, spin α a s * ∑ t, spin α b t * g s t = 1/2 * g b a - 1/4 * g a b := by
    intro a b g
    fin_cases a <;> fin_cases b <;> simp [spin, Fin.sum_univ_succ] <;>
      (try ring_nf) <;> (try simp only [Complex.I_sq]) <;> (try ring)
  funext σ
  have h1 : Function.update (Function.update σ i (σ j)) j (σ i) = σ ∘ Equiv.swap i j := by
    funext x
    simp only [Function.comp_apply, Equiv.swap_apply_def, Function.update_apply]
    split_ifs <;> simp_all
  have h := pair (σ i) (σ j) (fun s t => ψ (Function.update (Function.update σ i s) j t))
  simp only [Function.update_eq_self, h1] at h
  simp only [spinDot, LinearMap.sum_apply, Module.End.mul_apply, Finset.sum_apply, siteOp,
    LinearMap.coe_mk, AddHom.coe_mk, Function.update_of_ne hij.symm]
  exact h.trans (by simp [exchange])
```

The three-spin identity is proved by cases, according to which two spins agree.

```lean
omit [Fintype V] in
/-- For spins 1/2 on three different sites, the sum of the two cyclic exchanges is the sum of the
three pair exchanges minus the identity. -/
theorem three_site {c j k : V} (hcj : c ≠ j) (hck : c ≠ k) (hjk : j ≠ k) (ψ : State V) :
    exchange c j (exchange c k ψ) + exchange c k (exchange c j ψ)
      = exchange c j ψ + exchange c k ψ + exchange j k ψ - ψ := by
  funext σ
  simp only [Pi.add_apply, Pi.sub_apply, exchange]
  have hjc := hcj.symm
  have hkc := hck.symm
  have hkj := hjk.symm
  have ext3 : ∀ f g : V → Fin 2, f c = g c → f j = g j → f k = g k →
      (∀ x, x ≠ c → x ≠ j → x ≠ k → f x = g x) → f = g := by
    intro f g h1 h2 h3 h4
    funext x
    by_cases a : x = c
    · rw [a, h1]
    by_cases b : x = j
    · rw [b, h2]
    by_cases d : x = k
    · rw [d, h3]
    exact h4 x a b d
  -- two of the three spins must agree
  rcases (by decide : ∀ a b d : Fin 2, a = b ∨ a = d ∨ b = d) (σ c) (σ j) (σ k) with h | h | h
  · have e1 : σ ∘ Equiv.swap c j = σ := by
      apply ext3 <;> simp +contextual [Equiv.swap_apply_def, *]
    have e2 : (σ ∘ Equiv.swap c k) ∘ Equiv.swap c j = σ ∘ Equiv.swap j k := by
      apply ext3 <;> simp +contextual [Equiv.swap_apply_def, *]
    rw [e2, e1]; ring
  · have e1 : σ ∘ Equiv.swap c k = σ := by
      apply ext3 <;> simp +contextual [Equiv.swap_apply_def, *]
    have e2 : (σ ∘ Equiv.swap c j) ∘ Equiv.swap c k = σ ∘ Equiv.swap j k := by
      apply ext3 <;> simp +contextual [Equiv.swap_apply_def, *]
    rw [e2, e1]; ring
  · have e1 : σ ∘ Equiv.swap j k = σ := by
      apply ext3 <;> simp +contextual [Equiv.swap_apply_def, *]
    have e2 : (σ ∘ Equiv.swap c j) ∘ Equiv.swap c k = σ ∘ Equiv.swap c j := by
      apply ext3 <;> simp +contextual [Equiv.swap_apply_def, *]
    have e3 : (σ ∘ Equiv.swap c k) ∘ Equiv.swap c j = σ ∘ Equiv.swap c k := by
      apply ext3 <;> simp +contextual [Equiv.swap_apply_def, *]
    rw [e2, e3, e1]; ring
```

The next lemmas supply positivity and the symmetry of exchanges.

```lean
/-- The overlap of a state with itself is its total weight. -/
theorem overlap_self (ψ : State V) : overlap ψ ψ = ∑ σ, Complex.normSq (ψ σ) := by
  simp only [overlap, LinearMap.coe_mk, AddHom.coe_mk]
  exact Finset.sum_congr rfl fun σ _ => by simp [Complex.mul_re, Complex.normSq_apply]

/-- The real overlap is symmetric. -/
theorem overlap_comm (φ ψ : State V) : overlap φ ψ = overlap ψ φ := by
  simp only [overlap, LinearMap.coe_mk, AddHom.coe_mk]
  refine Finset.sum_congr rfl fun σ _ => ?_
  simp only [Complex.mul_re, Complex.conj_re, Complex.conj_im]
  ring

/-- Exchanging two spins is a symmetric operation. -/
theorem overlap_exchange (i j : V) (φ ψ : State V) :
    overlap (exchange i j φ) ψ = overlap φ (exchange i j ψ) := by
  have inv : Function.Involutive (fun σ : V → Fin 2 => σ ∘ Equiv.swap i j) := by
    intro σ; funext x; simp
  simp only [overlap, LinearMap.coe_mk, AddHom.coe_mk, exchange]
  refine Fintype.sum_equiv inv.toPerm _ _ fun σ => ?_
  change _ = (conj (φ (σ ∘ Equiv.swap i j)) * ψ ((σ ∘ Equiv.swap i j) ∘ Equiv.swap i j)).re
  rw [show (σ ∘ Equiv.swap i j) ∘ Equiv.swap i j = σ from inv σ]
```

In `star_bound`, `N` is the squared norm, `t j` the overlap of \(\psi\) with \(P_{cj}\psi\), and `X` the vector \(X\psi\). The step `pair` bounds each term of \(\|X\psi\|^2\), and `key` is the inequality \(0\le(n+1)\langle X+1\rangle\), with \(n\) the size of `s`.

```lean
/-- A central spin coupled to the spins of a set `s` has energy at least `-(|s| + 2)/4`
per unit weight of the state. -/
theorem star_bound (c : V) (s : Finset V) (hc : c ∉ s) (ψ : State V) :
    -(((s.card : ℝ) + 2) / 4) * overlap ψ ψ ≤ ∑ j ∈ s, overlap ψ (spinDot c j ψ) := by
  have ne : ∀ j ∈ s, c ≠ j := by
    intro j hj h'
    rw [h'] at hc
    exact hc hj
  have pos : ∀ φ : State V, 0 ≤ overlap φ φ := fun φ => by
    rw [overlap_self]; exact Finset.sum_nonneg fun _ _ => Complex.normSq_nonneg _
  have iso : ∀ i j, overlap (exchange i j ψ) (exchange i j ψ) = overlap ψ ψ := fun i j => by
    rw [overlap_exchange]
    congr 1
    funext σ
    simp only [exchange]
    congr 1
    funext x
    simp
  have le : ∀ i j, overlap ψ (exchange i j ψ) ≤ overlap ψ ψ := fun i j => by
    have h := pos (ψ - exchange i j ψ)
    rw [map_sub, overlap_comm (ψ - exchange i j ψ) ψ,
      overlap_comm (ψ - exchange i j ψ) (exchange i j ψ), map_sub, map_sub, iso,
      overlap_comm (exchange i j ψ) ψ] at h
    linarith
  set N := overlap ψ ψ with hN
  set t : V → ℝ := fun j => overlap ψ (exchange c j ψ) with ht
  set X := ∑ j ∈ s, exchange c j ψ with hX
  have pair : ∀ k ∈ s, ∀ j ∈ s, overlap (exchange c k ψ) (exchange c j ψ)
      ≤ (t k + t j) / 2 + if k = j then N - t j else 0 := by
    intro k hk j hj
    by_cases h : k = j
    · subst h
      rw [iso, if_pos rfl]; linarith
    · have e := congrArg (overlap ψ) (three_site (ne k hk) (ne j hj) h ψ)
      rw [map_add, map_sub, map_add, map_add, ← overlap_exchange c k ψ (exchange c j ψ),
        ← overlap_exchange c j ψ (exchange c k ψ),
        overlap_comm (exchange c j ψ) (exchange c k ψ), ← hN] at e
      have l := le k j
      rw [if_neg h]
      simp only [ht]
      linarith
  have hT : overlap ψ X = ∑ j ∈ s, t j := map_sum (overlap ψ) _ s
  have hXX : overlap X X = ∑ k ∈ s, ∑ j ∈ s, overlap (exchange c k ψ) (exchange c j ψ) :=
    (map_sum (overlap X) _ s).trans (Finset.sum_congr rfl fun k _ =>
      (overlap_comm _ _).trans (map_sum (overlap (exchange c k ψ)) _ s))
  have bound : overlap X X ≤ ∑ k ∈ s, ((s.card * t k + ∑ j ∈ s, t j) / 2 + (N - t k)) := by
    rw [hXX]
    refine Finset.sum_le_sum fun k hk => (Finset.sum_le_sum (pair k hk)).trans (le_of_eq ?_)
    rw [Finset.sum_add_distrib, Finset.sum_ite_eq, if_pos hk, ← Finset.sum_div,
      Finset.sum_add_distrib, Finset.sum_const, nsmul_eq_mul]
  simp only [Finset.sum_add_distrib, Finset.sum_sub_distrib, ← Finset.sum_div,
    ← Finset.mul_sum, Finset.sum_const, nsmul_eq_mul] at bound
  -- the squared norm of (1 + X)ψ is nonnegative
  have sq := pos (ψ + X)
  rw [map_add, overlap_comm (ψ + X) ψ, overlap_comm (ψ + X) X, map_add, map_add,
    overlap_comm X ψ, hT] at sq
  have key : 0 ≤ ((s.card : ℝ) + 1) * (N + ∑ j ∈ s, t j) := by linarith
  have key' := (mul_nonneg_iff_of_pos_left (by positivity)).1 key
  have e : ∑ j ∈ s, overlap ψ (spinDot c j ψ) = ∑ j ∈ s, (1/2 * t j - 1/4 * N) :=
    Finset.sum_congr rfl fun j hj =>
      (by rw [spinDot_eq_exchange (ne j hj), map_sub, map_smul, map_smul,
            smul_eq_mul, smul_eq_mul] :
        overlap ψ (spinDot c j ψ)
          = 1/2 * overlap ψ (exchange c j ψ) - 1/4 * overlap ψ ψ)
  rw [e, Finset.sum_sub_distrib, ← Finset.mul_sum, Finset.sum_const, nsmul_eq_mul]
  linarith
```

## The saturating state

These definitions encode \(b\), \(a_b\) and the state.

```lean
/-- The number of down spins in a configuration. -/
def downs {ι : Type*} [Fintype ι] (σ : ι → Fin 2) : ℕ := ∑ x, (σ x : ℕ)

/-- The amplitude `(-1)^b b! (n-b)!` for `b` down spins among `n`. -/
def amp (n b : ℕ) : ℂ := (-1) ^ b * b.factorial * (n - b).factorial

/-- The state with `m` down spins in total whose amplitude is `amp n b`, with `b` the number
of down spins in the second part. -/
def groundState (m n : ℕ) : State (Fin m ⊕ Fin n) := fun σ =>
  if downs σ = m then amp n (downs (σ ∘ Sum.inr)) else 0
```

An exchange changes \(b\) to \(b+s_i-s_j\), stated additively to avoid subtraction of natural numbers.

```lean
/-- Exchanging the spins at `i` and `j` across a bond changes the number of down spins in the second
part by the value (0 or 1) at `i` minus the value at `j`. -/
theorem downs_exchange {m n : ℕ} (σ : Fin m ⊕ Fin n → Fin 2) (i : Fin m) (j : Fin n) :
    downs ((σ ∘ Equiv.swap (Sum.inl i) (Sum.inr j)) ∘ Sum.inr) + (σ (Sum.inr j) : ℕ)
      = downs (σ ∘ Sum.inr) + (σ (Sum.inl i) : ℕ) := by
  have h1 := Finset.add_sum_erase Finset.univ (fun k : Fin n =>
    (σ (Equiv.swap (Sum.inl i) (Sum.inr j) (Sum.inr k)) : ℕ)) (Finset.mem_univ j)
  have h2 := Finset.add_sum_erase Finset.univ (fun k : Fin n => (σ (Sum.inr k) : ℕ))
    (Finset.mem_univ j)
  have h3 : ∑ k ∈ Finset.univ.erase j,
      (σ (Equiv.swap (Sum.inl i) (Sum.inr j) (Sum.inr k)) : ℕ)
      = ∑ k ∈ Finset.univ.erase j, (σ (Sum.inr k) : ℕ) :=
    Finset.sum_congr rfl fun k hk => by
      simp [Equiv.swap_apply_def, Finset.ne_of_mem_erase hk]
  simp only [Equiv.swap_apply_right] at h1
  simp only [downs, Function.comp_apply]
  linarith
```

Here `step` is the recursion, `term` gives each exchanged amplitude, and the last two cases are \(b=k+1\) and \(b=k\).

```lean
/-- For `m ≤ n`, the exchanges of any one spin of the first part with all spins of the second
sum to `-1` on `groundState m n`. -/
theorem groundState_star {m n : ℕ} (hmn : m ≤ n) (i : Fin m) :
    ∑ j : Fin n, exchange (Sum.inl i) (Sum.inr j) (groundState m n) = -groundState m n := by
  have step : ∀ N b : ℕ, b < N → ((N : ℂ) - b) * amp N (b + 1) = -(b + 1) * amp N b := by
    intro N b h
    obtain ⟨r, rfl⟩ := Nat.exists_eq_add_of_lt h
    simp only [amp, show b + r + 1 - (b + 1) = r by omega, show b + r + 1 - b = r + 1 by omega,
      Nat.factorial_succ]
    push_cast
    ring
  funext σ
  have tot : ∀ j : Fin n, downs (σ ∘ Equiv.swap (Sum.inl i) (Sum.inr j)) = downs σ :=
    fun j => Equiv.sum_comp (Equiv.swap (Sum.inl i) (Sum.inr j)) (fun x => (σ x : ℕ))
  simp only [Finset.sum_apply, exchange, groundState, tot, Pi.neg_apply]
  by_cases h : downs σ = m
  swap
  · simp [h]
  simp only [h, if_true]
  have split : downs σ = ∑ k : Fin m, (σ (Sum.inl k) : ℕ) + downs (σ ∘ Sum.inr) :=
    Fintype.sum_sum_type _
  have h1 := Finset.add_sum_erase Finset.univ (fun k : Fin m => (σ (Sum.inl k) : ℕ))
    (Finset.mem_univ i)
  have h2 : ∑ k ∈ Finset.univ.erase i, (σ (Sum.inl k) : ℕ) ≤ m - 1 := by
    have := Finset.sum_le_card_nsmul (Finset.univ.erase i)
      (fun k : Fin m => (σ (Sum.inl k) : ℕ)) 1 (fun k _ => Nat.le_of_lt_succ (σ (Sum.inl k)).isLt)
    simpa using this
  have him := i.isLt
  have bit : ∀ a : Fin 2, (a : ℕ) = 0 ∨ (a : ℕ) = 1 := by decide
  have hi := bit (σ (Sum.inl i))
  try dsimp only at h1
  obtain ⟨k, hk, hkn⟩ : ∃ k, downs (σ ∘ Sum.inr) + (σ (Sum.inl i) : ℕ) = k + 1 ∧ k < n :=
    ⟨downs (σ ∘ Sum.inr) + (σ (Sum.inl i) : ℕ) - 1, by omega, by omega⟩
  -- each exchanged amplitude is linear in the exchanged spin
  have lin : ∀ d t : ℕ, (t = 0 ∨ t = 1) → d + t = k + 1 →
      amp n d = amp n (k + 1) + t * (amp n k - amp n (k + 1)) := by
    rintro d t (rfl | rfl) e
    · obtain rfl : d = k + 1 := by omega
      simp
    · obtain rfl : d = k := by omega
      simp
  have term : ∀ j : Fin n,
      amp n (downs ((σ ∘ Equiv.swap (Sum.inl i) (Sum.inr j)) ∘ Sum.inr))
        = amp n (k + 1) + ((σ (Sum.inr j) : ℕ) : ℂ) * (amp n k - amp n (k + 1)) :=
    fun j => lin _ _ (bit _) ((downs_exchange σ i j).trans hk)
  have hB : ∑ j : Fin n, ((σ (Sum.inr j) : ℕ) : ℂ) = (downs (σ ∘ Sum.inr) : ℂ) := by
    simp [downs]
  rw [Finset.sum_congr rfl fun j _ => term j, Finset.sum_add_distrib, ← Finset.sum_mul, hB,
    Finset.sum_const, Finset.card_univ, Fintype.card_fin, nsmul_eq_mul]
  have r := step n k hkn
  rcases hi with hi | hi
  · rw [show downs (σ ∘ Sum.inr) = k + 1 by omega]
    push_cast
    linear_combination r
  · rw [show downs (σ ∘ Sum.inr) = k by omega]
    linear_combination r
```

## The lowest eigenvalue

`IsLeast` says that the value is an eigenvalue and that no real eigenvalue lies below it. The first half applies \(H\) to `groundState`, which is nonzero where the first part is all down and the second all up. The second half takes an eigenvector, adds the \(m\) star bounds and divides by its squared norm. The case \(m=0\) is included, with \(H=0\). The theorem leaves open the degeneracy, the excited levels and unequal couplings.

```lean
/-- For `m ≤ n`, the lowest eigenvalue of the Heisenberg antiferromagnet on the complete
bipartite graph with parts of sizes `m` and `n` is `-m(n+2)/4`. -/
theorem lowest_eigenvalue {m n : ℕ} (hmn : m ≤ n) :
    IsLeast {E : ℝ | (heisenberg m n).HasEigenvalue (E : ℂ)} (-((m : ℝ) * (n + 2) / 4)) := by
  have cs : ∀ (r : ℝ) (φ : State (Fin m ⊕ Fin n)), (r : ℂ) • φ = r • φ := fun r φ => by
    funext σ; simp
  constructor
  · -- every star is saturated by the explicit state
    have row : ∀ i : Fin m, ∑ j : Fin n, spinDot (Sum.inl i) (Sum.inr j) (groundState m n)
        = (-(((n : ℝ) + 2) / 4)) • groundState m n := by
      intro i
      rw [Finset.sum_congr rfl fun j _ => spinDot_eq_exchange Sum.inl_ne_inr (groundState m n),
        Finset.sum_sub_distrib, ← Finset.smul_sum, groundState_star hmn i, Finset.sum_const,
        Finset.card_univ, Fintype.card_fin, ← Nat.cast_smul_eq_nsmul ℝ]
      module
    refine Module.End.hasEigenvalue_of_hasEigenvector (x := groundState m n)
      ⟨Module.End.mem_eigenspace_iff.2 ?_, fun h0 => ?_⟩
    · rw [cs]
      simp only [heisenberg, LinearMap.sum_apply, row, Finset.sum_const, Finset.card_univ,
        Fintype.card_fin]
      rw [← Nat.cast_smul_eq_nsmul ℝ]
      module
    · -- first part all down, second part all up
      have h := congrFun h0 (Sum.elim (fun _ => 1) (fun _ => 0))
      simp [groundState, downs, amp, Fintype.sum_sum_type, Nat.factorial_ne_zero] at h
  · intro E hE
    obtain ⟨ψ, hψ⟩ := Module.End.HasEigenvalue.exists_hasEigenvector hE
    have hN : 0 < overlap ψ ψ := by
      obtain ⟨σ, hσ⟩ := Function.ne_iff.1 hψ.2
      rw [overlap_self]
      exact Finset.sum_pos' (fun _ _ => Complex.normSq_nonneg _)
        ⟨σ, Finset.mem_univ σ, Complex.normSq_pos.2 hσ⟩
    -- add the bounds for the m stars
    have star : ∀ i : Fin m, -(((n : ℝ) + 2) / 4) * overlap ψ ψ
        ≤ ∑ j : Fin n, overlap ψ (spinDot (Sum.inl i) (Sum.inr j) ψ) := fun i => by
      have h := star_bound (Sum.inl i) (Finset.univ.map
        (Function.Embedding.inr : Fin n ↪ Fin m ⊕ Fin n)) (by simp) ψ
      simpa only [Finset.sum_map, Finset.card_map, Finset.card_univ, Fintype.card_fin,
        Function.Embedding.inr_apply] using h
    have total := Finset.sum_le_sum fun i (_ : i ∈ Finset.univ) => star i
    have e := congrArg (overlap ψ) hψ.apply_eq_smul
    rw [cs, map_smul, smul_eq_mul] at e
    simp only [heisenberg, LinearMap.sum_apply, map_sum] at e
    rw [e, Finset.sum_const, Finset.card_univ, Fintype.card_fin, nsmul_eq_mul] at total
    refine le_of_mul_le_mul_right ?_ hN
    linarith

end

end BipartiteHeisenberg
```

```lean
#print axioms BipartiteHeisenberg.lowest_eigenvalue
```

```
'BipartiteHeisenberg.lowest_eigenvalue' depends on axioms: [propext, Classical.choice, Quot.sound]
```
